# Degree bounds for separated and overlapping tight-binding s and p bands

Put one s orbital and one p orbital on every atom of a finite simple graph with adjacency matrix $A$. Let the s levels be the eigenvalues of $-t_sA$ and the p levels those of $D-t_pA$, with $t_s,t_p\ge 0$. Let $z$ be the maximum and $d$ the mean number of neighbours per atom.

- If $z(t_s+t_p)<D$, every s level lies strictly below every p level.
- If the graph is nonempty and bipartite, $D>0$ and $d(t_s+t_p)>D$, the s and p bands overlap in energy.

In mercury, relativistic stabilisation of the 6s shell enlarges the s-p splitting $D$; in this non-interacting model without s-p mixing, a larger $D$ favours a gap between a filled s band and an empty p band. For several of the hypotheses, the text below gives an example of what can go wrong without them; these examples are in the prose and are not part of the Lean file.

## Finitely many atoms and two unmixed bands

The atoms form a finite type `V`, and bonds are the edges of a simple graph, so no atom neighbours itself. Within each band, the hopping is the same on every bond.

```lean
import Mathlib

open Matrix

namespace SPBandOverlap

noncomputable section

variable {V : Type*} [Fintype V] [DecidableEq V]
```

A level is a real number $E$ with a nonzero real vector $v$ such that $Hv=Ev$. Without $v\neq0$, every number would be a level.

```lean
/-- `E` is an energy level of the real Hamiltonian matrix `H`: it has a nonzero eigenvector. -/
def IsLevel (H : Matrix V V ℝ) (E : ℝ) : Prop :=
  ∃ v : V → ℝ, v ≠ 0 ∧ H *ᵥ v = E • v
```

The matrix `band G e t` is $e-tA$: orbital energy $e$ on each atom and hopping $-t$ along each bond. The s band is `band G 0 ts`, which puts the zero of energy at the s orbital, and the p band is `band G D tp`.

```lean
/-- The Hamiltonian of one band: orbital energy `e` on every atom and hopping `-t` between
neighbouring atoms. -/
def band (G : SimpleGraph V) [DecidableRel G.Adj] (e t : ℝ) : Matrix V V ℝ :=
  e • (1 : Matrix V V ℝ) - t • G.adjMatrix ℝ
```

The absence of a matrix element between s and p orbitals is an idealisation, as is the single p orbital per atom. Directional p hopping, spin-orbit coupling and electron repulsion are absent too. With s-p mixing, the two spectra would no longer be separate objects to compare.

```lean
/-- The mean number of neighbours per atom. -/
def meanDegree (G : SimpleGraph V) [DecidableRel G.Adj] : ℝ :=
  (∑ v, (G.degree v : ℝ)) / Fintype.card V
```

The mean degree is $d=\frac1N\sum_i\deg(i)$, where $N$ is the number of atoms.

```lean
/-- Every level of the first Hamiltonian lies strictly below every level of the second. -/
def Separated (H K : Matrix V V ℝ) : Prop :=
  ∀ E E', IsLevel H E → IsLevel K E' → E < E'

/-- Some level of the first Hamiltonian lies above a level of the second, and some level of the
first lies below a level of the second. -/
def Overlap (H K : Matrix V V ℝ) : Prop :=
  (∃ E E', IsLevel H E ∧ IsLevel K E' ∧ E' < E) ∧
  (∃ E E', IsLevel H E ∧ IsLevel K E' ∧ E < E')
```

`Separated` compares all pairs of levels. `Overlap` says that some s level is above some p level, and some s level is below some p level. The energy ranges spanned by the two finite sets of levels then intersect; ranges that only meet end to end do not count. `Overlap` doesn't say that any two levels coincide.

## A symmetric Hamiltonian and a nonzero trial state

Symmetry, `hH`, is the real form of hermiticity. It lets the mean energy of a trial state locate levels. For a nonzero vector $x$, set

$$q=\frac{x\cdot Hx}{x\cdot x}.$$

Suppose every level were above $q$. Then the symmetric matrix $H-q$ would have only positive eigenvalues and would be positive definite, giving $x\cdot(H-q)x>0$. But this expression is zero by the choice of $q$. Hence some level is at or below $q$. The same argument for $-H$ gives a level of $H$ at or above $q$.

```lean
/-- Variational principle for a real symmetric matrix: the mean energy of a nonzero trial state lies
between two levels, possibly equal to one of them. -/
theorem variational_bracket (H : Matrix V V ℝ) (hH : H.IsSymm) (x : V → ℝ) (hx : 0 < x ⬝ᵥ x) :
    ∃ E E', IsLevel H E ∧ IsLevel H E' ∧
      E * (x ⬝ᵥ x) ≤ x ⬝ᵥ (H *ᵥ x) ∧ x ⬝ᵥ (H *ᵥ x) ≤ E' * (x ⬝ᵥ x) := by
  have x0 : x ≠ 0 := fun h => by simp [h] at hx
  have low : ∀ K : Matrix V V ℝ, K.IsSymm →
      ∃ E, IsLevel K E ∧ E * (x ⬝ᵥ x) ≤ x ⬝ᵥ (K *ᵥ x) := by
    intro K hK
    by_contra! h
    obtain ⟨q, hq⟩ : ∃ q, q * (x ⬝ᵥ x) = x ⬝ᵥ (K *ᵥ x) := ⟨_ / _, div_mul_cancel₀ _ hx.ne'⟩
    -- measured from the mean energy `q`, all levels would be positive
    have hM : (K - q • (1 : Matrix V V ℝ)).IsHermitian := by
      show (K - q • (1 : Matrix V V ℝ))ᴴ = _
      rw [Matrix.conjTranspose_eq_transpose_of_trivial, Matrix.transpose_sub,
        Matrix.transpose_smul, Matrix.transpose_one, hK.eq]
    have hP := hM.posDef_iff_eigenvalues_pos.mpr (fun i => by
      have he := hM.mulVec_eigenvectorBasis i
      rw [Matrix.sub_mulVec, Matrix.smul_mulVec, Matrix.one_mulVec] at he
      have hl : IsLevel K (hM.eigenvalues i + q) := by
        refine ⟨(hM.eigenvectorBasis i).ofLp, fun h0 => ?_, ?_⟩
        · apply hM.eigenvectorBasis.orthonormal.ne_zero i
          ext j
          exact congrFun h0 j
        · rw [add_smul]
          exact sub_eq_iff_eq_add.mp he
      have h1 := h _ hl
      have h2 : 0 < hM.eigenvalues i * (x ⬝ᵥ x) := by linarith
      exact (mul_pos_iff_of_pos_right hx).mp h2)
    have h3 := hP.dotProduct_mulVec_pos x0
    rw [star_trivial, Matrix.sub_mulVec, Matrix.smul_mulVec, Matrix.one_mulVec,
      dotProduct_sub, dotProduct_smul, smul_eq_mul] at h3
    linarith
  obtain ⟨E, hE, h1⟩ := low H hH
  -- the upper level comes from the inverted spectrum
  obtain ⟨F, ⟨v, hv, hF⟩, h2⟩ := low (-H) (by rw [Matrix.IsSymm, Matrix.transpose_neg, hH.eq])
  rw [Matrix.neg_mulVec] at hF
  rw [Matrix.neg_mulVec, dotProduct_neg] at h2
  exact ⟨E, -F, hE, ⟨v, hv, by rw [neg_smul, ← hF, neg_neg]⟩, h1, by linarith⟩
```

The inner statement `low` is the first half of this argument. Symmetry enters through `hM`, which makes the eigenvalues and eigenvectors of the shifted matrix available; `posDef_iff_eigenvalues_pos` then supplies positive definiteness. The hypothesis `hx`, $0<x\cdot x$, allows the division that defines $q$. The last lines apply `low` to `-H` and change the sign of the level.

Without symmetry the conclusion can fail: the matrix of a quarter turn in the plane has no real eigenvalue at all. Both bands are symmetric because $A$ is.

## Non-negative hopping and a limited number of neighbours

The maximum degree $z$ limits how far hopping can shift a level from its orbital energy. Let $(e-tA)v=Ev$, and choose an atom $i$ where $|v_i|$ is largest. Since $v\neq0$, $|v_i|>0$. Row $i$ of the eigenvalue equation reads

$$(E-e)v_i=-t\sum_{u\sim i}v_u ,$$

where $u\sim i$ means that $u$ is a neighbour of $i$. Taking absolute values, with $t\ge0$,

$$|E-e|\,|v_i|\le t\sum_{u\sim i}|v_u|\le t\,\deg(i)\,|v_i|\le tz\,|v_i| .$$

Division by $|v_i|$ gives $|E-e|\le tz$.

```lean
variable (G : SimpleGraph V) [DecidableRel G.Adj]

/-- For `t ≥ 0`, every level of a band differs from the orbital energy by at most `t` times the
maximum degree. -/
theorem level_near_orbital {e t E : ℝ} (ht : 0 ≤ t) (h : IsLevel (band G e t) E) :
    |E - e| ≤ t * G.maxDegree := by
  obtain ⟨v, hv, h⟩ := h
  obtain ⟨k, hk⟩ := Function.ne_iff.mp hv
  -- look at the atom with the largest amplitude
  obtain ⟨i, -, hi⟩ := Finset.exists_max_image Finset.univ (fun j => |v j|) ⟨k, Finset.mem_univ k⟩
  have hp : 0 < |v i| := (abs_pos.mpr hk).trans_le (hi k (Finset.mem_univ k))
  have h1 := congrFun h i
  simp only [band, Matrix.sub_mulVec, Matrix.smul_mulVec, Matrix.one_mulVec, Pi.sub_apply,
    Pi.smul_apply, smul_eq_mul, SimpleGraph.adjMatrix_mulVec_apply] at h1
  have hs : |∑ u ∈ G.neighborFinset i, v u| ≤ G.maxDegree * |v i| := by
    have hd : (G.degree i : ℝ) ≤ G.maxDegree := by exact_mod_cast G.degree_le_maxDegree i
    have hc := Finset.sum_le_card_nsmul (G.neighborFinset i) (fun u => |v u|) |v i|
      (fun u _ => hi u (Finset.mem_univ u))
    rw [G.card_neighborFinset_eq_degree, nsmul_eq_mul] at hc
    exact (Finset.abs_sum_le_sum_abs _ _).trans
      (hc.trans (mul_le_mul_of_nonneg_right hd hp.le))
  refine le_of_mul_le_mul_right ?_ hp
  rw [← abs_mul, show (E - e) * v i = -(t * ∑ u ∈ G.neighborFinset i, v u) by linarith,
    abs_neg, abs_mul, abs_of_nonneg ht, mul_assoc]
  exact mul_le_mul_of_nonneg_left hs ht
```

`Finset.exists_max_image` selects the atom, `h1` is the row equation, and `hs` bounds the neighbour sum. The final steps multiply by $t$ and cancel $|v_i|$.

For an s level $E$ and a p level $E'$, the condition $z(t_s+t_p)<D$ now gives

$$E\le t_sz<D-t_pz\le E' .$$

```lean
/-- For `ts, tp ≥ 0`, if the maximum degree times `ts + tp` is less than `D`, the whole s band lies
below the whole p band. -/
theorem bands_separated {ts tp D : ℝ} (hts : 0 ≤ ts) (htp : 0 ≤ tp)
    (h : G.maxDegree * (ts + tp) < D) : Separated (band G 0 ts) (band G D tp) := by
  intro E E' hE hE'
  have h1 := (abs_le.mp (level_near_orbital G hts hE)).2
  have h2 := (abs_le.mp (level_near_orbital G htp hE')).1
  linarith
```

The two uses of `level_near_orbital` are the outer inequalities, and `linarith` joins them through `h`. Neither bipartiteness nor nonemptiness is needed.

The sign conditions matter here. On a single bond with $t_s=-2$, $t_p=0$ and $D=1$, one has $z(t_s+t_p)=-2<D$, yet the s levels are $\pm2$ and the p levels are both $1$. For hopping of either sign, the bound on the shift would contain $|t|$.

If $z(t_s+t_p)<D$ fails, the bands may or may not be separated. The condition is sufficient on every graph, but necessary only on some.

## Two sublattices and at least one atom

Bipartiteness means that the atoms split into two sublattices with bonds only between them, as in a simple cubic cluster. Lean writes it as `G.Colorable 2`, which also admits graphs without bonds. It permits a state that changes sign across every bond.

Take amplitudes $x_i=\pm1$ with $x_ix_j=c$ on every bond. Then $x\cdot x=N$ and

$$x\cdot Ax=\sum_i\sum_{j\sim i}x_ix_j=c\sum_i\deg(i)=cNd .$$

The normalised state, with amplitudes $\pm1/\sqrt N$, has mean energy $e-tcd$. The uniform state has $c=1$, so the variational principle gives a level at or below $e-td$. The state alternating between sublattices has $c=-1$ and gives a level at or above $e+td$.

```lean
/-- On a nonempty bipartite graph with mean degree `d`, a band has a level at or below `e - t d` and
a level at or above `e + t d`. -/
theorem bipartite_band_edges [Nonempty V] (hG : G.Colorable 2) (e t : ℝ) :
    ∃ E E', IsLevel (band G e t) E ∧ IsLevel (band G e t) E' ∧
      E ≤ e - t * meanDegree G ∧ e + t * meanDegree G ≤ E' := by
  have hn : (0 : ℝ) < Fintype.card V := by exact_mod_cast Fintype.card_pos
  have hd : ∑ i, (G.degree i : ℝ) = meanDegree G * Fintype.card V :=
    (div_mul_cancel₀ _ hn.ne').symm
  -- trial states with amplitudes ±1 and a fixed product `c` across every bond
  have key : ∀ (c : ℝ) (x : V → ℝ), (∀ i, x i * x i = 1) →
      (∀ i j, G.Adj i j → x i * x j = c) →
      ∃ E E', IsLevel (band G e t) E ∧ IsLevel (band G e t) E' ∧
        E ≤ e - t * c * meanDegree G ∧ e - t * c * meanDegree G ≤ E' := by
    intro c x hx hc
    have h1 : x ⬝ᵥ x = Fintype.card V := by simp [dotProduct, hx]
    have h2 : x ⬝ᵥ (G.adjMatrix ℝ *ᵥ x) = meanDegree G * Fintype.card V * c := by
      simp only [dotProduct, SimpleGraph.adjMatrix_mulVec_apply, Finset.mul_sum]
      rw [← hd, Finset.sum_mul]
      refine Finset.sum_congr rfl fun i _ => ?_
      have hi : ∑ j ∈ G.neighborFinset i, x i * x j = ∑ _j ∈ G.neighborFinset i, c :=
        Finset.sum_congr rfl fun j hj => hc i j (by simpa using hj)
      rw [hi, Finset.sum_const, G.card_neighborFinset_eq_degree, nsmul_eq_mul]
    obtain ⟨E, E', a, b, f, f'⟩ := variational_bracket (band G e t)
      (by simp [Matrix.IsSymm, band]) x (h1 ▸ hn)
    simp only [band, Matrix.sub_mulVec, Matrix.smul_mulVec, Matrix.one_mulVec,
      dotProduct_sub, dotProduct_smul, smul_eq_mul, h1, h2] at f f'
    exact ⟨E, E', a, b, le_of_mul_le_mul_right (by linarith) hn,
      le_of_mul_le_mul_right (by linarith) hn⟩
  have sgn : ∀ a b : Fin 2, a ≠ b →
      (if a = 0 then (1 : ℝ) else -1) * (if b = 0 then (1 : ℝ) else -1) = -1 := by
    intro a b h
    fin_cases a <;> fin_cases b <;> simp_all
  obtain ⟨C⟩ := hG
  -- the uniform state and the state alternating between the sublattices
  obtain ⟨E, _, hE, _, f, _⟩ :=
    key 1 (fun _ => 1) (fun _ => by norm_num) (fun _ _ _ => by norm_num)
  obtain ⟨_, E', _, hE', _, f'⟩ := key (-1) (fun i => if C i = 0 then 1 else -1)
    (fun i => by split_ifs <;> norm_num) (fun i j hij => sgn _ _ (C.valid hij))
  exact ⟨E, E', hE, hE', by linarith, by linarith⟩
```

The statement `key` treats both states at once: `h1` is the squared norm and `h2` the hopping sum. A two-colouring `C` supplies the alternating signs, and `sgn` checks that different colours give the product $-1$. `Nonempty V` provides $N>0$, needed to divide by the squared norm; with no atoms there would be no levels to find.

Without bipartiteness the upper edge can be lower. On a triangle $A$ has eigenvalues $2,-1,-1$. With $t_s=t_p=1$ and $D=7/2$, the highest s level is $1$ and the lowest p level is $3/2$. The bands are separated although $d(t_s+t_p)=4>D$.

## A positive splitting smaller than the combined hopping

The condition $D>0$ places the p orbital above the s orbital, and $d(t_s+t_p)>D$ says that hopping outweighs this splitting. The band edges give an s level $E_+$ and a p level $F_-$ with

$$E_+\ge t_sd>D-t_pd\ge F_- ,$$

and an s level $E_-$ and a p level $F_+$ with

$$E_-\le-t_sd\le0<D\le D+t_pd\le F_+ .$$

```lean
/-- On a nonempty bipartite graph with `ts, tp ≥ 0`, if the mean degree times `ts + tp` exceeds the
s-p splitting `D > 0`, the s and p bands overlap. -/
theorem bands_overlap [Nonempty V] (hG : G.Colorable 2) {ts tp D : ℝ} (hts : 0 ≤ ts)
    (htp : 0 ≤ tp) (hD : 0 < D) (h : D < meanDegree G * (ts + tp)) :
    Overlap (band G 0 ts) (band G D tp) := by
  obtain ⟨E, E', hE, hE', e, e'⟩ := bipartite_band_edges G hG 0 ts
  obtain ⟨F, F', hF, hF', f, f'⟩ := bipartite_band_edges G hG D tp
  have hd : 0 ≤ meanDegree G := by unfold meanDegree; positivity
  have h1 := mul_nonneg hts hd
  have h2 := mul_nonneg htp hd
  exact ⟨⟨E', F, hE', hF, by linarith⟩, ⟨E, F', hE, hF', by linarith⟩⟩
```

These two chains are the two halves of `Overlap`. In the code, $E_+$, $F_-$, $E_-$ and $F_+$ are `E'`, `F`, `E` and `F'`. The inequality `h` closes the first chain and `hD` the second, where `h1` and `h2` record that $t_sd$ and $t_pd$ are non-negative.

If $D$ could be very negative, the whole s band could lie above the whole p band, with $d(t_s+t_p)>D$ still true and no overlap. If instead $d(t_s+t_p)\le D\le z(t_s+t_p)$, neither of the two main criteria applies.

## The same number of neighbours on every atom

When every atom has $z$ neighbours, as in a ring, the mean and maximum degrees agree and that undecided range shrinks to a point. On a nonempty bipartite graph the band edges settle this case too: there are an s level at or above $t_sz$ and a p level at or below $D-t_pz$. Separation therefore forces $t_sz<D-t_pz$, that is, $z(t_s+t_p)<D$. The converse is the separation criterion already proved.

```lean
/-- On a nonempty bipartite graph where every atom has `z` neighbours, and for `ts, tp ≥ 0`, every s
level lies strictly below every p level exactly when `z (ts + tp) < D`. -/
theorem regular_bipartite_separated_iff [Nonempty V] (hG : G.Colorable 2) {z : ℕ}
    (hz : G.IsRegularOfDegree z) {ts tp D : ℝ} (hts : 0 ≤ ts) (htp : 0 ≤ tp) :
    Separated (band G 0 ts) (band G D tp) ↔ z * (ts + tp) < D := by
  constructor
  · intro h
    have hn : (Fintype.card V : ℝ) ≠ 0 := by exact_mod_cast Fintype.card_ne_zero
    have hd : meanDegree G = z := by
      have hdeg : ∀ v, G.degree v = z := hz
      simp only [meanDegree, hdeg, Finset.sum_const, Finset.card_univ, nsmul_eq_mul]
      exact mul_div_cancel_left₀ _ hn
    obtain ⟨_, E', _, hE', _, e'⟩ := bipartite_band_edges G hG 0 ts
    obtain ⟨F, _, hF, _, f, _⟩ := bipartite_band_edges G hG D tp
    have := h E' F hE' hF
    rw [hd] at e' f
    linarith
  · intro h
    have hm : (G.maxDegree : ℝ) ≤ z := by
      exact_mod_cast G.maxDegree_le_of_forall_degree_le z (fun v => (hz v).le)
    exact bands_separated G hts htp
      ((mul_le_mul_of_nonneg_right hm (add_nonneg hts htp)).trans_lt h)

end

end SPBandOverlap
```

The hypothesis `hz` gives `hd`, $d=z$, in the forward direction and `hm`, a bound on the maximum degree, in the reverse direction. The triangle is regular but not bipartite, and there the equivalence fails: its bands are separated at $D=7/2$ although $z(t_s+t_p)=4$.

```lean
#print axioms SPBandOverlap.bands_overlap
#print axioms SPBandOverlap.regular_bipartite_separated_iff
```

```
'SPBandOverlap.bands_overlap' depends on axioms: [propext, Classical.choice, Quot.sound]
'SPBandOverlap.regular_bipartite_separated_iff' depends on axioms: [propext, Classical.choice, Quot.sound]
```
